# For finitely many levels with Σ w²s = 1/n², the blackbody rate stays below 4α³T/(3n²) and approaches it in ratio as T → ∞

The atom is represented here by a finite list of transitions out of one initial state, and nothing else about it is kept. Transition k has a frequency w_k, positive for absorption and negative for emission, and a line strength s_k ≥ 0, the squared dipole matrix element summed over components. Hydrogen enters through a single assumed condition, the sum rule

Σ_k w_k² s_k = 1/n²,

where n is the principal quantum number of the initial state. In atomic units |w_k| times a matrix element of position is the size of the corresponding matrix element of momentum. The left side therefore stands for ⟨p²⟩, which the virial theorem sets to 1/n² in hydrogen. The exact sum includes the continuum, so a finite list of exact bound-state transitions falls short of 1/n². A finite-basis calculation can make up the difference with discrete states that stand in for the continuum.

In Lean 4 with Mathlib:

```lean
import Mathlib

open Filter Topology

namespace BlackbodyRydberg

noncomputable section
```

## Photon number and rate

Let T > 0 be the temperature, measured as an energy. A mode of frequency w > 0 then holds on average

N(w,T) = 1/(exp(w/T) − 1)

photons.

```lean
/-- Mean photon number of a mode of frequency `w` at temperature `T`
(atomic units, temperature measured as an energy). -/
def photonNumber (w T : ℝ) : ℝ := 1 / (Real.exp (w / T) - 1)
```

Let α be the fine-structure constant. Each transition is driven at its spontaneous rate factor (4/3)α³|w_k|³s_k times the photon number, whether the atom goes up or down, so the total is

G(T) = (4/3)α³ Σ_{w_k≠0} |w_k|³ s_k N(|w_k|,T).

Spontaneous emission itself is not included.

```lean
variable {ι : Type*} [Fintype ι]

/-- Total rate of transitions driven by blackbody radiation, for transition frequencies `w k`
(of either sign) and line strengths `s k`; levels degenerate with the initial one are left out. -/
def blackbodyRate (α : ℝ) (w s : ι → ℝ) (T : ℝ) : ℝ :=
  4 / 3 * α ^ 3 * ∑ k with w k ≠ 0, |w k| ^ 3 * s k * photonNumber |w k| T
```

The index type `ι` labels the transitions, and `w k`, `s k` are w_k and s_k. The condition `w k ≠ 0` in the sum leaves out levels degenerate with the initial one. Such levels may be in the list, but they contribute no rate.

## Two bounds on the Planck factor

Write x = w/T. The first bound is 1/x − 1/2 ≤ 1/(eˣ − 1) for x > 0. Consider

f(y) = 2 + y − (2 − y)eʸ, f(0) = 0, f′(y) = 1 − (1 − y)eʸ.

Since 1 − y ≤ e⁻ʸ, the derivative is never negative, and f(x) ≥ 0 for x > 0. This rearranges to

(2 − x)(eˣ − 1) ≤ 2x,

and division by 2x(eˣ − 1) > 0 gives the bound.

```lean
/-- The Planck factor is at least its two leading high-temperature terms. -/
theorem planck_factor_lower {x : ℝ} (hx : 0 < x) :
    1 / x - 1 / 2 ≤ 1 / (Real.exp x - 1) := by
  have hE : 0 < Real.exp x - 1 := by linarith [Real.add_one_le_exp x]
  -- the function 2 + y - (2 - y) exp y vanishes at 0 and is increasing
  have hd : ∀ y : ℝ, HasDerivAt (fun y : ℝ => 2 + y - (2 - y) * Real.exp y)
      (1 - (1 - y) * Real.exp y) y := by
    intro y
    have h := ((hasDerivAt_id' y).const_add 2).fun_sub
      (((hasDerivAt_id' y).const_sub 2).fun_mul (Real.hasDerivAt_exp y))
    exact h.congr_deriv (by ring)
  have hm : Monotone (fun y : ℝ => 2 + y - (2 - y) * Real.exp y) := by
    refine monotone_of_deriv_nonneg (fun y => (hd y).differentiableAt) (fun y => ?_)
    rw [(hd y).deriv]
    have h1 : Real.exp (-y) * Real.exp y = 1 := by
      rw [← Real.exp_add, neg_add_cancel, Real.exp_zero]
    nlinarith [mul_le_mul_of_nonneg_right (Real.add_one_le_exp (-y)) (Real.exp_pos y).le]
  have h0 : 2 + (0 : ℝ) - (2 - 0) * Real.exp 0 ≤ 2 + x - (2 - x) * Real.exp x := hm hx.le
  rw [Real.exp_zero] at h0
  have he : (1 / x - 1 / 2) * (Real.exp x - 1) = ((2 - x) * (Real.exp x - 1)) / (2 * x) := by
    field_simp
  rw [le_div_iff₀ hE, he, div_le_one (by positivity)]
  nlinarith
```

In the code `hd` is the derivative, `hm` the monotonicity and `h0` the inequality f(0) ≤ f(x). The remaining lines carry out the division.

The second bound adds one more term: 1/(eˣ − 1) ≤ 1/x − 1/2 + x/12. Multiplied by 12x(eˣ − 1), it reads

12x ≤ (12 − 6x + x²)(eˣ − 1).

The quadratic factor equals (x − 3)² + 3 and is positive, so eˣ − 1 may be replaced by the first terms of its series, which lie below it:

(12 − 6x + x²)(x + x²/2 + x³/6 + x⁴/24 + x⁵/120) = 12x + x⁵(2 − x + x²)/120.

The last term is positive because 2 − x + x² = (x − 1/2)² + 7/4.

```lean
/-- The Planck factor is at most its three leading high-temperature terms. -/
theorem planck_factor_upper {x : ℝ} (hx : 0 < x) :
    1 / (Real.exp x - 1) ≤ 1 / x - 1 / 2 + x / 12 := by
  have hE : 0 < Real.exp x - 1 := by linarith [Real.add_one_le_exp x]
  -- the exponential series up to fifth order
  have hP : x + x ^ 2 / 2 + x ^ 3 / 6 + x ^ 4 / 24 + x ^ 5 / 120 ≤ Real.exp x - 1 := by
    have h := Real.sum_le_exp_of_nonneg hx.le 6
    norm_num [Finset.sum_range_succ, Nat.factorial] at h
    linarith
  have hq : 0 < 12 - 6 * x + x ^ 2 := by nlinarith [sq_nonneg (x - 3)]
  have hr : 0 < 2 - x + x ^ 2 := by nlinarith [sq_nonneg (2 * x - 1)]
  have h1 := mul_le_mul_of_nonneg_left hP hq.le
  have h2 : (12 - 6 * x + x ^ 2) * (x + x ^ 2 / 2 + x ^ 3 / 6 + x ^ 4 / 24 + x ^ 5 / 120)
      = 12 * x + x ^ 5 * (2 - x + x ^ 2) / 120 := by ring
  have h3 : 0 ≤ x ^ 5 * (2 - x + x ^ 2) / 120 :=
    div_nonneg (mul_nonneg (pow_nonneg hx.le 5) hr.le) (by norm_num)
  have he : (1 / x - 1 / 2 + x / 12) * (Real.exp x - 1)
      = ((12 - 6 * x + x ^ 2) * (Real.exp x - 1)) / (12 * x) := by
    field_simp
    ring
  rw [div_le_iff₀ hE, he, le_div_iff₀ (by positivity)]
  linarith
```

Here `hP` is the truncated series, `h2` the polynomial identity and `h3` the sign of its remainder.

## The missing half photon

The classical photon number is T/w. Since eˣ − 1 > x for x > 0, the true number lies strictly below it. The first Planck bound limits the difference:

0 < T/w − N(w,T) ≤ 1/2.

```lean
/-- The photon number lies strictly below the classical value `T / w`, by at most one half. -/
theorem photonNumber_bounds {w T : ℝ} (hw : 0 < w) (hT : 0 < T) :
    0 < T / w - photonNumber w T ∧ T / w - photonNumber w T ≤ 1 / 2 := by
  have hx : 0 < w / T := div_pos hw hT
  have h1 : w / T < Real.exp (w / T) - 1 := by linarith [Real.add_one_lt_exp hx.ne']
  have h2 := one_div_lt_one_div_of_lt hx h1
  have h3 := planck_factor_lower hx
  rw [one_div_div] at h2 h3
  unfold photonNumber
  constructor <;> linarith
```

The second Planck bound shows that the difference approaches this upper bound at high temperature:

1/2 − w/(12T) ≤ T/w − N(w,T) ≤ 1/2.

Both outer expressions tend to 1/2 as T → ∞ with w fixed.

```lean
/-- At high temperature the photon number falls short of `T / w` by an amount tending to
one half. -/
theorem photonNumber_deficit_tendsto {w : ℝ} (hw : 0 < w) :
    Tendsto (fun T => T / w - photonNumber w T) atTop (𝓝 (1 / 2)) := by
  have h : Tendsto (fun T : ℝ => w / T) atTop (𝓝 0) :=
    tendsto_const_nhds.div_atTop tendsto_id
  have h2 := (h.div_const 12).const_sub (1 / 2 : ℝ)
  rw [zero_div, sub_zero] at h2
  refine tendsto_of_tendsto_of_tendsto_of_le_of_le' h2 tendsto_const_nhds ?_ ?_
  · filter_upwards [eventually_gt_atTop (0 : ℝ)] with T hT
    have h3 := planck_factor_upper (div_pos hw hT)
    rw [one_div_div] at h3
    unfold photonNumber
    linarith
  · filter_upwards [eventually_gt_atTop (0 : ℝ)] with T hT
    exact (photonNumber_bounds hw hT).2
```

The proof is this squeeze. The filter `atTop` expresses T → ∞, and the inequalities are needed only for T > 0.

## From photon numbers to the rate

Let L(T) = 4α³T/(3n²) be the linear law. Putting the classical photon number into the rate turns the cubic weights into quadratic ones:

Σ_{w_k≠0} |w_k|³ s_k · T/|w_k| = T Σ_k w_k² s_k = T/n².

The omitted terms have w_k = 0 and add nothing to the sum rule. Subtracting G gives

L(T) − G(T) = (4/3)α³ Σ_{w_k≠0} |w_k|³ s_k (T/|w_k| − N(|w_k|,T)).

```lean
/-- By the sum rule, the gap between the linear law and the blackbody rate is the weighted sum
of the gaps between classical and quantum photon numbers. -/
theorem rate_deficit_eq {w s : ι → ℝ} {n : ℕ}
    (hsum : ∑ k, w k ^ 2 * s k = 1 / (n : ℝ) ^ 2) (α T : ℝ) :
    4 * α ^ 3 * T / (3 * (n : ℝ) ^ 2) - blackbodyRate α w s T
      = 4 / 3 * α ^ 3 *
        ∑ k with w k ≠ 0, |w k| ^ 3 * s k * (T / |w k| - photonNumber |w k| T) := by
  have h0 : ∑ k with w k ≠ 0, w k ^ 2 * s k = ∑ k, w k ^ 2 * s k :=
    Finset.sum_filter_of_ne (fun k _ h hw => h (by simp [hw]))
  -- the classical photon number turns the cubic weights into the sum rule
  have h1 : ∑ k with w k ≠ 0, |w k| ^ 3 * s k * (T / |w k|) = T * (1 / (n : ℝ) ^ 2) := by
    rw [← hsum, ← h0, Finset.mul_sum]
    refine Finset.sum_congr rfl fun k hk => ?_
    have hw : |w k| ≠ 0 := abs_ne_zero.mpr (Finset.mem_filter.mp hk).2
    rw [← sq_abs (w k)]
    field_simp
  have h2 : ∑ k with w k ≠ 0, |w k| ^ 3 * s k * (T / |w k| - photonNumber |w k| T)
      = T * (1 / (n : ℝ) ^ 2)
        - ∑ k with w k ≠ 0, |w k| ^ 3 * s k * photonNumber |w k| T := by
    rw [← h1, ← Finset.sum_sub_distrib]
    exact Finset.sum_congr rfl fun k _ => by ring
  rw [blackbodyRate, h2]
  ring
```

`h0` restores the omitted zero terms, `h1` is the conversion to the sum rule, and `h2` splits the sum of differences. No sign of α or s_k is used, since this is an identity.

If each difference is replaced by its upper bound, 1/2, the right side becomes

C = (2/3)α³ Σ_k |w_k|³ s_k.

```lean
/-- Half a photon in every transition mode gives the rate `(2/3) α³ ∑ |w|³ s`. -/
theorem half_photon_rate (α : ℝ) (w s : ι → ℝ) :
    4 / 3 * α ^ 3 * ∑ k with w k ≠ 0, |w k| ^ 3 * s k * (1 / 2)
      = 2 / 3 * α ^ 3 * ∑ k, |w k| ^ 3 * s k := by
  have h0 : ∑ k with w k ≠ 0, |w k| ^ 3 * s k = ∑ k, |w k| ^ 3 * s k :=
    Finset.sum_filter_of_ne (fun k _ h hw => h (by simp [hw]))
  rw [← Finset.sum_mul, h0]
  ring
```

Under the sum rule the gap is the weighted sum found above. Each of its finitely many differences tends to 1/2, so the whole gap tends to C:

L(T) − G(T) → C as T → ∞.

```lean
/-- As the temperature grows, the gap between the linear law and the blackbody rate
tends to `(2/3) α³ ∑ |w|³ s`. -/
theorem rate_deficit_tendsto {w s : ι → ℝ} {n : ℕ}
    (hsum : ∑ k, w k ^ 2 * s k = 1 / (n : ℝ) ^ 2) (α : ℝ) :
    Tendsto (fun T => 4 * α ^ 3 * T / (3 * (n : ℝ) ^ 2) - blackbodyRate α w s T) atTop
      (𝓝 (2 / 3 * α ^ 3 * ∑ k, |w k| ^ 3 * s k)) := by
  have h : Tendsto (fun T => 4 / 3 * α ^ 3 *
        ∑ k with w k ≠ 0, |w k| ^ 3 * s k * (T / |w k| - photonNumber |w k| T)) atTop
      (𝓝 (4 / 3 * α ^ 3 * ∑ k with w k ≠ 0, |w k| ^ 3 * s k * (1 / 2))) :=
    Tendsto.const_mul _ (tendsto_finsetSum _ fun k hk => Tendsto.const_mul _
      (photonNumber_deficit_tendsto (abs_pos.mpr (Finset.mem_filter.mp hk).2)))
  rw [← half_photon_rate]
  exact h.congr fun T => (rate_deficit_eq hsum α T).symm
```

With s_k ≥ 0 and α > 0, C is also an upper bound on the gap, as the next step shows. Because the gap converges to C, no smaller temperature-independent bound holds for the same levels.

## Strict bound, size of the gap and ratio

Three conclusions follow for α > 0, s_k ≥ 0 and n ≠ 0.

First, the gap is positive. Every term in it is non-negative, and since the sum rule has a non-zero right side, some transition j has w_j ≠ 0 and s_j > 0. Its term is strictly positive, so G(T) < L(T).

Second, each difference is at most 1/2 and each weight is non-negative, so L(T) − G(T) ≤ C.

Third, for T > 0,

G(T)/L(T) = 1 − (L(T) − G(T))/L(T).

The numerator on the right converges to C while L(T) grows without limit, so the ratio tends to 1.

```lean
/-- For `α > 0`, `n ≠ 0` and non-negative line strengths obeying the sum rule `∑ w² s = 1/n²`, the
blackbody rate at every positive temperature lies strictly below `4α³T/(3n²)`, by at most `(2/3) α³
∑ |w|³ s`, and the ratio of the two tends to one at high temperature. -/
theorem blackbodyRate_linear_law {α : ℝ} (hα : 0 < α) {w s : ι → ℝ} (hs : ∀ k, 0 ≤ s k)
    {n : ℕ} (hn : n ≠ 0) (hsum : ∑ k, w k ^ 2 * s k = 1 / (n : ℝ) ^ 2) :
    (∀ T, 0 < T →
      blackbodyRate α w s T < 4 * α ^ 3 * T / (3 * (n : ℝ) ^ 2) ∧
      4 * α ^ 3 * T / (3 * (n : ℝ) ^ 2) - blackbodyRate α w s T
        ≤ 2 / 3 * α ^ 3 * ∑ k, |w k| ^ 3 * s k) ∧
    Tendsto (fun T => blackbodyRate α w s T / (4 * α ^ 3 * T / (3 * (n : ℝ) ^ 2)))
      atTop (𝓝 1) := by
  have hn' : (0 : ℝ) < n := Nat.cast_pos.mpr (Nat.pos_of_ne_zero hn)
  refine ⟨fun T hT => ⟨?_, ?_⟩, ?_⟩
  · -- the sum rule forces at least one level with non-zero frequency and strength
    have hne : ∑ k, w k ^ 2 * s k ≠ 0 := by
      rw [hsum]
      positivity
    obtain ⟨j, -, hj⟩ := Finset.exists_ne_zero_of_sum_ne_zero hne
    have hwj : w j ≠ 0 := fun h => hj (by simp [h])
    have hsj : 0 < s j := lt_of_le_of_ne (hs j) (fun h => hj (by simp [← h]))
    have hpos : 0 < ∑ k with w k ≠ 0,
        |w k| ^ 3 * s k * (T / |w k| - photonNumber |w k| T) := by
      refine Finset.sum_pos' (fun k hk => ?_) ⟨j, by simp [hwj], ?_⟩
      · have hk' := abs_pos.mpr (Finset.mem_filter.mp hk).2
        exact mul_nonneg (mul_nonneg (pow_nonneg hk'.le 3) (hs k))
          (photonNumber_bounds hk' hT).1.le
      · have hj' := abs_pos.mpr hwj
        exact mul_pos (mul_pos (pow_pos hj' 3) hsj) (photonNumber_bounds hj' hT).1
    have hc : 0 < 4 / 3 * α ^ 3 := by positivity
    have h := mul_pos hc hpos
    rw [← rate_deficit_eq hsum α T] at h
    linarith
  · rw [rate_deficit_eq hsum α T, ← half_photon_rate]
    refine mul_le_mul_of_nonneg_left (Finset.sum_le_sum fun k hk => ?_) (by positivity)
    have hk' := abs_pos.mpr (Finset.mem_filter.mp hk).2
    exact mul_le_mul_of_nonneg_left (photonNumber_bounds hk' hT).2
      (mul_nonneg (pow_nonneg hk'.le 3) (hs k))
  · -- a convergent gap is negligible against the growing linear law
    have hlin : Tendsto (fun T : ℝ => 4 * α ^ 3 * T / (3 * (n : ℝ) ^ 2)) atTop atTop := by
      have hc : 0 < 4 * α ^ 3 / (3 * (n : ℝ) ^ 2) := by positivity
      refine (tendsto_id.const_mul_atTop hc).congr fun T => ?_
      simp only [id]
      ring
    have h := ((rate_deficit_tendsto hsum α).div_atTop hlin).const_sub 1
    rw [sub_zero] at h
    refine h.congr' ?_
    filter_upwards [eventually_gt_atTop (0 : ℝ)] with T hT
    have hA : 4 * α ^ 3 * T / (3 * (n : ℝ) ^ 2) ≠ 0 := by positivity
    rw [sub_div, div_self hA, sub_sub_cancel]

end

end BlackbodyRydberg
```

```lean
#print axioms BlackbodyRydberg.blackbodyRate_linear_law
```

```
'BlackbodyRydberg.blackbodyRate_linear_law' depends on axioms: [propext, Classical.choice, Quot.sound]
```

In words, `blackbodyRate_linear_law` takes any positive α, any finite family of real frequencies and non-negative strengths, and any non-zero natural number n for which the sum rule holds. It concludes that at every positive temperature the rate lies strictly below the linear law by at most C, and that the ratio of the two tends to 1. In the code `hs` is the sign condition on the strengths and `hsum` the sum rule. The three bullets of the proof are the three conclusions above: `Finset.sum_pos'` combines the non-negative terms with the strictly positive one, `Finset.sum_le_sum` compares term by term, and `div_atTop` disposes of the convergent gap divided by the growing law.

The frequencies are not required to be hydrogen's, and the strengths are not computed from wave functions. The sum rule is assumed, and infinite sums and continuum integrals are not treated. For a finite-basis calculation of Rydberg transitions whose output satisfies the sum rule, the theorem confines the total blackbody-driven rate to L(T) − C ≤ G(T) < L(T). The lower limit is informative only where it is positive, that is, for T > (n²/2) Σ_k |w_k|³ s_k.

## One transition, and a negative strength

The sum rule excludes an empty list, so the smallest case has one transition. Take n = 1, w₁ = 1 and s₁ = 1. These numbers are chosen for easy arithmetic and are not hydrogen's, whose strengths also obey Σ_k w_k s_k = 3/2. Then

G(T) = (4/3)α³/(exp(1/T) − 1), L(T) = (4/3)α³T, C = (2/3)α³.

The ratio G/L is about 0.58 at T = 1 and about 0.95 at T = 10. The linear law is thus a high-temperature statement, good when T is large compared with the frequencies that carry the weight.

The condition s_k ≥ 0 is needed for the strict bound. Take n = 1 and two transitions with w₁ = 1, s₁ = 5 and w₂ = 2, s₂ = −1. The sum rule holds, since 5 − 4 = 1, but the gap tends to

(2/3)α³(5 − 8) = −2α³.

At high temperature this G lies above the linear law. A true line strength is a sum of squared moduli and cannot be negative, but a strength obtained by fitting or by subtracting a background can be.
